# Size, error and optimality of sparse level selection in a two-coordinate wavelet expansion with level weights $q^{j+k}$

## Level pairs, weights and truncations

A level pair $(j,k)$ gives the resolution in each of two coordinates, with $j,k\ge 0$. It carries $2^j$ translations in the first coordinate and $2^k$ in the second, hence $2^{j+k}$ functions. Haar wavelets on the unit interval are an example: their products span the square-integrable functions on the unit square that have zero mean in each coordinate separately.

In Lean 4 with Mathlib:

```lean
import Mathlib

open Finset

namespace SparseWaveletExpansion

noncomputable section
```

`WaveletIndex` labels one function by its level pair and two translations.

```lean
/-- Label of a two-coordinate wavelet: a level pair `(j, k)` together with one of `2^j`
translations in the first coordinate and one of `2^k` in the second. -/
abbrev WaveletIndex := Σ p : ℕ × ℕ, Fin (2 ^ p.1) × Fin (2 ^ p.2)
```

A finite set $S$ of level pairs is always kept whole, with all its translations.

```lean
/-- All wavelets that belong to a finite set of level pairs. -/
def retained (S : Finset (ℕ × ℕ)) : Finset WaveletIndex :=
  S.sigma fun _ => Finset.univ
```

The sparse set $A_J$ contains the pairs with $j+k\le J$.

```lean
/-- The sparse choice of level pairs, `j + k ≤ J`. -/
def sparseLevels (J : ℕ) : Finset (ℕ × ℕ) :=
  (range (J + 1) ×ˢ range (J + 1)).filter fun p => p.1 + p.2 ≤ J
```

The full set contains those with $j\le J$ and $k\le J$.

```lean
/-- The full choice of level pairs, `j ≤ J` and `k ≤ J`. -/
def fullLevels (J : ℕ) : Finset (ℕ × ℕ) := range (J + 1) ×ˢ range (J + 1)
```

The basis functions $b_i$ form a complete orthonormal set in a real inner product space `H`, and $c_i=\langle b_i,f\rangle$ are the coefficients of $f$. The weight of a level pair is the sum of its $c_i^2$.

```lean
variable {H : Type*} [NormedAddCommGroup H] [InnerProductSpace ℝ H]

/-- The weight of `f` at a level pair: the sum of the squared wavelet coefficients of `f` over all
translations at that pair. -/
def levelWeight (b : HilbertBasis WaveletIndex ℝ H) (f : H) (p : ℕ × ℕ) : ℝ :=
  ∑ t : Fin (2 ^ p.1) × Fin (2 ^ p.2), (inner ℝ (b ⟨p, t⟩) f) ^ 2
```

The truncation $f_S=\sum_i c_i b_i$ runs over the retained functions, and the error is $\|f-f_S\|$.

```lean
/-- The wavelet expansion of `f` restricted to a finite set of level pairs. -/
def truncation (b : HilbertBasis WaveletIndex ℝ H) (f : H) (S : Finset (ℕ × ℕ)) : H :=
  ∑ i ∈ retained S, (inner ℝ (b i) f) • b i
```

One particular choice of coefficients will show that the assumed weights occur.

```lean
/-- Model coefficients `√((q/2)^(j+k))`, the same for all translations at a level pair. -/
def modelCoeff (q : ℝ) (i : WaveletIndex) : ℝ := √((q / 2) ^ (i.1.1 + i.1.2))
```

Suppose the weight at every level pair is $q^{j+k}$ with $0\le q<1$. The theorems then state:

- The sparse set has $J2^{J+1}+1$ functions and squared error $q^{J+1}\left(\frac{J+2}{1-q}+\frac{q}{(1-q)^2}\right)$.
- The full set has $(2^{J+1}-1)^2$ functions and squared error $\frac{q^{J+1}(2-q^{J+1})}{(1-q)^2}$.
- No finite set of complete level pairs with at most as many functions as the sparse set has a smaller error.

Here $\|f\|^2=1/(1-q)^2$, so for normalised $f$ the squared errors are $q^{J+1}\big((J+2)(1-q)+q\big)$ and $q^{J+1}(2-q^{J+1})$.

## Each refinement doubles the number of functions

The index type fixes this doubling, which represents halving the grid spacing in one coordinate. It enters every count:

```lean
/-- A level pair is in the sparse choice exactly when `j + k ≤ J`. -/
theorem mem_sparseLevels (J : ℕ) (p : ℕ × ℕ) : p ∈ sparseLevels J ↔ p.1 + p.2 ≤ J := by
  simp only [sparseLevels, mem_filter, mem_product, mem_range]
  omega

/-- Each retained level pair `(j, k)` contributes `2^(j+k)` functions. -/
theorem card_retained (S : Finset (ℕ × ℕ)) :
    (retained S).card = ∑ p ∈ S, 2 ^ (p.1 + p.2) := by
  simp [retained, Finset.card_sigma, pow_add]
```

For the sparse set, group the pairs by $n=j+k$. The pairs $(0,n),\dots,(n,0)$ number $n+1$, so the count is $\sum_{n=0}^{J}(n+1)2^n$. This equals $J2^{J+1}+1$: it is $1$ at $J=0$, and the next term gives
$$J2^{J+1}+1+(J+2)2^{J+1}=(J+1)2^{J+2}+1.$$

`sum_sparseLevels` does the grouping for any quantity that depends only on $n$, and so serves both counts and weights. It identifies the pairs of fixed $n$ with Mathlib's `antidiagonal n`.

```lean
/-- A sum over the sparse level pairs of a quantity depending only on `n = j + k` counts
each `n ≤ J` exactly `n + 1` times. -/
theorem sum_sparseLevels {M : Type*} [AddCommMonoid M] (J : ℕ) (g : ℕ → M) :
    ∑ p ∈ sparseLevels J, g (p.1 + p.2) = ∑ n ∈ range (J + 1), (n + 1) • g n := by
  have hmaps : ∀ p ∈ sparseLevels J, p.1 + p.2 ∈ range (J + 1) := by
    intro p hp
    have := (mem_sparseLevels J p).1 hp
    exact mem_range.2 (by omega)
  rw [← Finset.sum_fiberwise_of_maps_to hmaps]
  refine Finset.sum_congr rfl fun n hn => ?_
  -- the level pairs with fixed j + k form an antidiagonal
  have hfib : (sparseLevels J).filter (fun p => p.1 + p.2 = n) = antidiagonal n := by
    ext p
    have := mem_range.1 hn
    simp only [mem_filter, mem_sparseLevels, HasAntidiagonal.mem_antidiagonal]
    omega
  rw [hfib, Finset.sum_congr rfl
      (fun p hp => by rw [HasAntidiagonal.mem_antidiagonal.1 hp]),
    Finset.sum_const, Finset.Nat.card_antidiagonal]
```

With another growth factor per level the counts would change, but the error formulas would not, since they depend only on the level weights.

## The weight shrinks under refinement: $0\le q<1$

Physically, $q<1$ says that finer levels carry less of $f$. By hand it is used to sum
$$\sum_{j,k\ge0}q^{j+k}=\Big(\sum_{j\ge0} q^j\Big)\Big(\sum_{k\ge0} q^k\Big)=\frac{1}{(1-q)^2}.$$

```lean
/-- For `0 ≤ q < 1` the weights `q^(j+k)` of all level pairs add up to `(1/(1-q))^2`. -/
theorem hasSum_levels {q : ℝ} (h0 : 0 ≤ q) (h1 : q < 1) :
    HasSum (fun p : ℕ × ℕ => q ^ (p.1 + p.2)) ((1 / (1 - q)) ^ 2) := by
  have h := hasSum_geometric_of_lt_one h0 h1
  have hp := h.mul h (h.summable.mul_of_nonneg h.summable
    (fun n => pow_nonneg h0 n) (fun n => pow_nonneg h0 n))
  have e : (fun p : ℕ × ℕ => q ^ (p.1 + p.2)) = fun p => q ^ p.1 * q ^ p.2 :=
    funext fun p => pow_add q p.1 p.2
  rw [e, one_div, sq]
  exact hp
```

For $q\ge1$ the sum diverges, and no vector of finite norm has these weights. A negative $q$ is impossible too, because the weight at $(1,0)$ is a sum of squares equal to $q$.

## The functions are orthonormal and complete

`HilbertBasis WaveletIndex ℝ H` contains both properties. Orthonormality makes the retained weight subtract from the squared norm:
$$\|f-f_S\|^2=\|f\|^2-2\langle f,f_S\rangle+\|f_S\|^2=\|f\|^2-\sum_i c_i^2,$$
with $i$ over the retained functions, because $\langle f,f_S\rangle$ and $\|f_S\|^2$ both equal that sum. In the proof these two equalities are `hx` and `hn`.

```lean
/-- The squared truncation error is the squared norm of `f` minus the retained weight. -/
theorem error_sq (b : HilbertBasis WaveletIndex ℝ H) (f : H) (S : Finset (ℕ × ℕ)) :
    ‖f - truncation b f S‖ ^ 2 = ‖f‖ ^ 2 - ∑ p ∈ S, levelWeight b f p := by
  have hw : ∑ p ∈ S, levelWeight b f p = ∑ i ∈ retained S, (inner ℝ (b i) f) ^ 2 := by
    simp only [levelWeight, retained, Finset.sum_sigma]
  have hx : inner ℝ f (truncation b f S) = ∑ i ∈ retained S, (inner ℝ (b i) f) ^ 2 := by
    rw [truncation, inner_sum]
    refine Finset.sum_congr rfl fun i _ => ?_
    rw [real_inner_smul_right, real_inner_comm (b i) f, sq]
  have hn : ‖truncation b f S‖ ^ 2 = ∑ i ∈ retained S, (inner ℝ (b i) f) ^ 2 := by
    rw [← real_inner_self_eq_norm_sq, truncation, b.orthonormal.inner_sum]
    refine Finset.sum_congr rfl fun i _ => ?_
    rw [conj_trivial, sq]
  rw [norm_sub_sq_real, hx, hn, hw]
  ring
```

Unit length alone would not suffice. If the two functions at $(1,0)$ were the same unit vector $u$ and $f=u$, keeping this pair would give $f_S=2u$ and squared error $1$, while the formula would give $1-2=-1$.

Completeness supplies Parseval's identity, $\|f\|^2=\sum_i c_i^2$ over all functions. Grouped by level pairs and combined with the assumed weights, this is the double series above. The proof does the grouping with `HasSum.sigma` and concludes by uniqueness of the sum.

```lean
/-- If `f` has weight `q^(j+k)` at every level pair, with `0 ≤ q < 1`, then its squared norm
is `(1/(1-q))^2`. -/
theorem norm_sq_eq (b : HilbertBasis WaveletIndex ℝ H) (f : H) {q : ℝ} (h0 : 0 ≤ q)
    (h1 : q < 1) (hf : ∀ p, levelWeight b f p = q ^ (p.1 + p.2)) :
    ‖f‖ ^ 2 = (1 / (1 - q)) ^ 2 := by
  -- Parseval's identity, grouped by level pairs
  have hc : HasSum (fun i => (inner ℝ (b i) f) ^ 2) (‖f‖ ^ 2) := by
    have h := b.hasSum_inner_mul_inner f f
    rw [real_inner_self_eq_norm_sq] at h
    have e : (fun i : WaveletIndex => (inner ℝ (b i) f) ^ 2) =
        fun i => inner ℝ f (b i) * inner ℝ (b i) f := by
      funext i
      rw [real_inner_comm f (b i), sq]
    rw [e]
    exact h
  have hs : HasSum (levelWeight b f) (‖f‖ ^ 2) := hc.sigma fun p => hasSum_fintype _
  rw [funext hf] at hs
  exact hs.unique (hasSum_levels h0 h1)
```

Without completeness, a part of $f$ orthogonal to every $b_i$ would add its squared norm to every squared error.

## The weight at $(j,k)$ is exactly $q^{j+k}$

The hypothesis `hf` postulates equal decay in both coordinates, with the two decay factors multiplying. It stands for smoothness in the mixed sense: for Haar wavelets and a bounded mixed derivative $\partial_x\partial_y f$, the weights are bounded by a constant times $4^{-(j+k)}$. Exact equality is an idealisation, and a feature along $x=y$, such as an electron–electron cusp, need not follow this law.

By hand, the weight omitted by the sparse set is
$$\sum_{n>J}(n+1)q^n=q^{J+1}\sum_{m\ge0}(J+2+m)q^m=q^{J+1}\left(\frac{J+2}{1-q}+\frac{q}{(1-q)^2}\right).$$
The proof reaches the same expression by induction on $J$: `step` moves the weight $(J+2)q^{J+1}$ of the next antidiagonal from the omitted to the retained part.

```lean
/-- Let `f` have weight `q^(j+k)` at every level pair, `0 ≤ q < 1`. Keeping `j + k ≤ J` uses
`J 2^(J+1) + 1` functions and leaves the stated squared error. -/
theorem sparse_count_and_error (b : HilbertBasis WaveletIndex ℝ H) (f : H) {q : ℝ}
    (h0 : 0 ≤ q) (h1 : q < 1) (hf : ∀ p, levelWeight b f p = q ^ (p.1 + p.2)) (J : ℕ) :
    (retained (sparseLevels J)).card = J * 2 ^ (J + 1) + 1 ∧
    ‖f - truncation b f (sparseLevels J)‖ ^ 2 =
      q ^ (J + 1) * ((J + 2) / (1 - q) + q / (1 - q) ^ 2) := by
  constructor
  · have h := sum_sparseLevels J (fun n => 2 ^ n)
    simp only [smul_eq_mul] at h
    rw [card_retained, h]
    clear h
    induction J with
    | zero => simp
    | succ J ih => rw [Finset.sum_range_succ, ih]; ring
  · have h := sum_sparseLevels J (fun n => q ^ n)
    simp only [nsmul_eq_mul] at h
    rw [error_sq, norm_sq_eq b f h0 h1 hf, Finset.sum_congr rfl (fun p _ => hf p), h]
    clear h
    have hq : 1 - q ≠ 0 := by linarith
    induction J with
    | zero => simp; field_simp; ring
    | succ J ih =>
      -- one more antidiagonal moves from the omitted to the retained part
      have step : q ^ (J + 1) * (((J : ℝ) + 2) / (1 - q) + q / (1 - q) ^ 2)
          - ((J : ℝ) + 2) * q ^ (J + 1)
          = q ^ (J + 1 + 1) * (((J : ℝ) + 1 + 2) / (1 - q) + q / (1 - q) ^ 2) := by
        field_simp
        ring
      rw [Finset.sum_range_succ]
      push_cast at ih ⊢
      linear_combination ih + step
```

For the full set the sums factorise, which is `key` in the proof. The count is $\big(\sum_{n\le J}2^n\big)^2=(2^{J+1}-1)^2$, and the squared error is
$$\frac{1-(1-q^{J+1})^2}{(1-q)^2}=\frac{q^{J+1}(2-q^{J+1})}{(1-q)^2}.$$

```lean
/-- Let `f` have weight `q^(j+k)` at every level pair, `0 ≤ q < 1`. Keeping all `j, k ≤ J`
uses `(2^(J+1) - 1)^2` functions and leaves the stated squared error. -/
theorem full_count_and_error (b : HilbertBasis WaveletIndex ℝ H) (f : H) {q : ℝ}
    (h0 : 0 ≤ q) (h1 : q < 1) (hf : ∀ p, levelWeight b f p = q ^ (p.1 + p.2)) (J : ℕ) :
    ((retained (fullLevels J)).card : ℤ) = (2 ^ (J + 1) - 1) ^ 2 ∧
    ‖f - truncation b f (fullLevels J)‖ ^ 2 =
      q ^ (J + 1) * (2 - q ^ (J + 1)) / (1 - q) ^ 2 := by
  -- the sum over a square of level pairs factorises
  have key : ∀ {R : Type} [CommRing R] (x : R),
      ∑ p ∈ fullLevels J, x ^ (p.1 + p.2) = (∑ n ∈ range (J + 1), x ^ n) ^ 2 := by
    intro R _ x
    rw [fullLevels, Finset.sum_product, sq, Finset.sum_mul_sum]
    simp only [pow_add]
  constructor
  · rw [card_retained]
    push_cast
    rw [key]
    have h := mul_neg_geom_sum (2 : ℤ) (J + 1)
    have h' : ∑ n ∈ range (J + 1), (2 : ℤ) ^ n = 2 ^ (J + 1) - 1 := by linarith
    rw [h']
  · have hq : 1 - q ≠ 0 := by linarith
    have h : ∑ n ∈ range (J + 1), q ^ n = (1 - q ^ (J + 1)) / (1 - q) := by
      rw [eq_div_iff hq, mul_comm]
      exact mul_neg_geom_sum q (J + 1)
    rw [error_sq, norm_sq_eq b f h0 h1 hf, Finset.sum_congr rfl (fun p _ => hf p), key, h,
      div_pow, div_pow, ← sub_div]
    congr 1
    ring
```

In a calculation for two particles on an interval, the choice appears as the loop bounds over the levels of the wavelet products (a general wave function also needs products with the constant function, which are not counted here): $k$ runs to $J-j$ instead of $J$, and each pair receives a $2^j\times2^k$ block of coefficients. For $q=1/4$ and $J=5$, the full set has 3969 functions and a normalised squared error of about $4.9\times10^{-4}$; the sparse set has 321 and about $1.3\times10^{-3}$. The sparse set with $J=6$ has 769 functions and about $3.8\times10^{-4}$, below the full set with $J=5$. These figures describe the expansion error of a given function under this one-parameter decay, not the error of an energy.

## The competitor keeps complete level pairs and is no larger

The hypothesis `hS` is a budget on the number of functions. Let $N(S)$ be the number of functions in $S$, $W(S)$ its retained weight, and $\tau=(q/2)^J$. The gain of a level pair with $n=j+k$ is
$$g=q^n-\tau2^n=2^n\big((q/2)^n-\tau\big),$$
which is nonnegative for $n\le J$ and nonpositive for $n>J$. Passing from $S$ to $A_J$ removes only nonpositive gains and adds only nonnegative ones, so
$$W(S)-\tau N(S)\le W(A_J)-\tau N(A_J).$$
Since $N(S)\le N(A_J)$ and $\tau\ge0$, it follows that $W(S)\le W(A_J)$, and the error identity turns this into the claim. In the proof, `hin` and `hout` give the signs, `hsum` the inequality, and `hcard` the budget.

```lean
/-- Let `f` have weight `q^(j+k)` at every level pair, `0 ≤ q < 1`. No finite set of complete
level pairs with at most as many functions as the sparse choice has a smaller error. -/
theorem sparse_optimal (b : HilbertBasis WaveletIndex ℝ H) (f : H) {q : ℝ}
    (h0 : 0 ≤ q) (h1 : q < 1) (hf : ∀ p, levelWeight b f p = q ^ (p.1 + p.2)) (J : ℕ)
    (S : Finset (ℕ × ℕ)) (hS : (retained S).card ≤ (retained (sparseLevels J)).card) :
    ‖f - truncation b f (sparseLevels J)‖ ≤ ‖f - truncation b f S‖ := by
  -- gain of a level pair relative to the threshold weight per function
  let g : ℕ × ℕ → ℝ := fun p => q ^ (p.1 + p.2) - (q / 2) ^ J * 2 ^ (p.1 + p.2)
  have hg : ∀ p, g p = ((q / 2) ^ (p.1 + p.2) - (q / 2) ^ J) * 2 ^ (p.1 + p.2) := by
    intro p
    have : (q / 2) ^ (p.1 + p.2) * 2 ^ (p.1 + p.2) = q ^ (p.1 + p.2) := by
      rw [← mul_pow, show q / 2 * 2 = q by ring]
    simp only [g]
    linear_combination -this
  have ha : 0 ≤ q / 2 := by linarith
  have hb : q / 2 ≤ 1 := by linarith
  have hin : ∀ p ∈ sparseLevels J, 0 ≤ g p := by
    intro p hp
    rw [hg]
    exact mul_nonneg (sub_nonneg.2
      (pow_le_pow_of_le_one ha hb ((mem_sparseLevels J p).1 hp))) (by positivity)
  have hout : ∀ p, p ∉ sparseLevels J → g p ≤ 0 := by
    intro p hp
    rw [mem_sparseLevels] at hp
    rw [hg]
    exact mul_nonpos_of_nonpos_of_nonneg (sub_nonpos.2
      (pow_le_pow_of_le_one ha hb (by omega))) (by positivity)
  have hsum : ∑ p ∈ S, g p ≤ ∑ p ∈ sparseLevels J, g p := by
    have e := Finset.sum_filter_add_sum_filter_not S (fun p => p ∈ sparseLevels J) g
    have e1 : ∑ p ∈ S.filter (fun p => p ∉ sparseLevels J), g p ≤ 0 :=
      Finset.sum_nonpos fun p hp => hout p (mem_filter.1 hp).2
    have e2 : ∑ p ∈ S.filter (fun p => p ∈ sparseLevels J), g p
        ≤ ∑ p ∈ sparseLevels J, g p :=
      Finset.sum_le_sum_of_subset_of_nonneg (fun p hp => (mem_filter.1 hp).2)
        fun p hp _ => hin p hp
    linarith
  simp only [g, Finset.sum_sub_distrib, ← Finset.mul_sum] at hsum
  have hcard : ∑ p ∈ S, (2 : ℝ) ^ (p.1 + p.2)
      ≤ ∑ p ∈ sparseLevels J, (2 : ℝ) ^ (p.1 + p.2) := by
    rw [card_retained, card_retained] at hS
    exact_mod_cast hS
  have hmul := mul_le_mul_of_nonneg_left hcard (pow_nonneg ha J)
  refine (sq_le_sq₀ (norm_nonneg _) (norm_nonneg _)).1 ?_
  rw [error_sq, error_sq, Finset.sum_congr rfl (fun p _ => hf p),
    Finset.sum_congr (s₁ := S) rfl (fun p _ => hf p)]
  linarith
```

Without the budget, the full set has a smaller error whenever $J\ge1$ and $q>0$. Completeness of the level pairs matters as well for $J\ge1$: if each pair's weight sat on a single translation, one could keep just those functions and reach further levels with the same number. The law `hf` is also needed in some form, for if all of $f$ sat at $(1,1)$, the four functions there would beat the five of $A_1$.

The same threshold argument handles unequal decay. For weights $q^jr^k$ with $0<q,r<1$ and a threshold $\tau>0$, the pairs with $(q/2)^j(r/2)^k\ge\tau$ are optimal in the same sense.

## Every such basis admits a function with these weights

Give all $2^{j+k}$ functions at $(j,k)$ the coefficient $\sqrt{(q/2)^{j+k}}$. The level weight is then $2^{j+k}(q/2)^{j+k}=q^{j+k}$, and its sum over level pairs is finite. The coefficients are therefore square-summable, and `b.repr.symm` turns them into a vector of `H`.

```lean
/-- For `0 ≤ q < 1` and any wavelet basis, the model coefficients belong to a vector `f`
whose weight at every level pair is `q^(j+k)`. -/
theorem levelWeight_witness (b : HilbertBasis WaveletIndex ℝ H) {q : ℝ} (h0 : 0 ≤ q)
    (h1 : q < 1) : ∃ f : H, (∀ i, inner ℝ (b i) f = modelCoeff q i) ∧
      ∀ p, levelWeight b f p = q ^ (p.1 + p.2) := by
  have hsq : ∀ i, modelCoeff q i ^ 2 = (q / 2) ^ (i.1.1 + i.1.2) :=
    fun i => Real.sq_sqrt (by positivity)
  have hfib : ∀ p : ℕ × ℕ, ∑ t : Fin (2 ^ p.1) × Fin (2 ^ p.2),
      modelCoeff q ⟨p, t⟩ ^ 2 = q ^ (p.1 + p.2) := by
    intro p
    simp only [hsq, Finset.sum_const, Finset.card_univ, Fintype.card_prod, Fintype.card_fin,
      nsmul_eq_mul]
    push_cast
    rw [← pow_add, ← mul_pow, show (2 : ℝ) * (q / 2) = q by ring]
  have hsum : Summable fun i => modelCoeff q i ^ 2 :=
    (summable_sigma_of_nonneg fun i => sq_nonneg _).2
      ⟨fun p => (hasSum_fintype _).summable, by
        simpa only [tsum_fintype, hfib] using (hasSum_levels h0 h1).summable⟩
  -- square-summable coefficients define a vector
  have hmem : Memℓp (modelCoeff q) 2 := memℓp_gen (by simpa using hsum)
  let c : lp (fun _ : WaveletIndex => ℝ) 2 := ⟨modelCoeff q, hmem⟩
  have hcoef : ∀ i, inner ℝ (b i) (b.repr.symm c) = modelCoeff q i := by
    intro i
    rw [← b.repr_apply_apply, LinearIsometryEquiv.apply_symm_apply]
  refine ⟨b.repr.symm c, hcoef, fun p => ?_⟩
  simp only [levelWeight, hcoef, hfib]

end

end SparseWaveletExpansion
```

```lean
#print axioms SparseWaveletExpansion.sparse_count_and_error
#print axioms SparseWaveletExpansion.full_count_and_error
#print axioms SparseWaveletExpansion.sparse_optimal
```

```
'SparseWaveletExpansion.sparse_count_and_error' depends on axioms: [propext, Classical.choice, Quot.sound]
'SparseWaveletExpansion.full_count_and_error' depends on axioms: [propext, Classical.choice, Quot.sound]
'SparseWaveletExpansion.sparse_optimal' depends on axioms: [propext, Classical.choice, Quot.sound]
```
